# Bounds on the Fermi–Dirac occupation from three and four terms of its Boltzmann expansion

For non-interacting fermions in thermal equilibrium, a level of energy x has mean occupation 1/(e^(x−η) + 1), where η is the chemical potential and both are measured in units of the thermal energy. With t = e^(η−x) for the Boltzmann factor, the lemma states that this occupation is at least t − t² + t³ − t⁴ and at most t − t² + t³. The bounds hold for all real x and η, including levels below the chemical potential, where t exceeds 1. The proof writes the occupation as t/(1 + t) and multiplies each inequality through by the positive number 1 + t, after which the two bounds come down to the positivity of t⁵ and t⁴.

As first written in Lean, the proof fails:

```lean
import Mathlib

open Filter Topology MeasureTheory

namespace JoyceDixon

noncomputable section

/-- The Fermi occupation lies between two alternating sums of powers of the Boltzmann factor. -/
theorem occupation_bounds (η x : ℝ) :
    Real.exp (η - x) - Real.exp (η - x) ^ 2 + Real.exp (η - x) ^ 3 - Real.exp (η - x) ^ 4
        ≤ 1 / (Real.exp (x - η) + 1) ∧
      1 / (Real.exp (x - η) + 1)
        ≤ Real.exp (η - x) - Real.exp (η - x) ^ 2 + Real.exp (η - x) ^ 3 := by
  have h : Real.exp (x - η) = (Real.exp (η - x))⁻¹ := by
    rw [← Real.exp_neg]
    congr 1
    ring
  rw [h]
  have ht := Real.exp_pos (η - x)
  generalize Real.exp (η - x) = t at ht ⊢
  have h2 : 1 / (t⁻¹ + 1) = t / (1 + t) := by
    rw [div_eq_div_iff (by positivity) (by positivity), mul_add, mul_inv_cancel₀ ht.ne']
    ring
  rw [h2]
  constructor
  · rw [le_div_iff₀ (by positivity)]
    nlinarith [pow_pos ht 5]
  · rw [div_le_iff₀ (by positivity)]
    nlinarith [pow_pos ht 4]

end

end JoyceDixon
```

Messages:

```
Main.lean:23:65: error: Tactic `rewrite` failed: Did not find an occurrence of the pattern
  t * t⁻¹
in the target expression
  1 * 1 + 1 * t = t * (t⁻¹ + 1)

η x : ℝ
h : Real.exp (x - η) = (Real.exp (η - x))⁻¹
t : ℝ
ht : 0 < t
⊢ 1 * 1 + 1 * t = t * (t⁻¹ + 1)
```

The error arises in the proof of `h2`, the identity 1/(t⁻¹ + 1) = t/(1 + t). Cross-multiplying with `div_eq_div_iff` turns it into `1 * (1 + t) = t * (t⁻¹ + 1)`. Both sides are now a product with a sum, so both have the shape that `mul_add` expands. Given no arguments, `rw` settled on the left-hand product, and with the lemma's variables fixed by that match it left the right-hand one alone. The goal in the message shows the result: the left side is expanded to `1 * 1 + 1 * t`, while the right is still `t * (t⁻¹ + 1)`. The product `t * t⁻¹`, which `mul_inv_cancel₀ ht.ne'` is meant to replace by 1, therefore does not yet appear, and the rewrite fails.

The repair writes `mul_add t`, which requires the factor outside the sum to be `t`. Only the right-hand side fits, and it becomes `t * t⁻¹ + t * 1`. The cancellation then finds its pattern, and `ring` proves the equation that remains.

The change, after which it compiles:

```diff
@@ -21,5 +21,5 @@
   generalize Real.exp (η - x) = t at ht ⊢
   have h2 : 1 / (t⁻¹ + 1) = t / (1 + t) := by
-    rw [div_eq_div_iff (by positivity) (by positivity), mul_add, mul_inv_cancel₀ ht.ne']
+    rw [div_eq_div_iff (by positivity) (by positivity), mul_add t, mul_inv_cancel₀ ht.ne']
     ring
   rw [h2]
```
